# Relaxing an in-plane mode of a stable isotropic membrane leaves half the 2D Young modulus times the squared transverse strain

I would represent one in-plane Fourier mode of a flat, stable, isotropic membrane by a real vector u in the plane, with the length of its wavevector and the quarter-period shift between displacement and strain absorbed into u. Let q be the unit vector along the wavevector, t the unit vector perpendicular to it, and A a real symmetric 2×2 strain amplitude with the same wavevector and phase as the strain of the mode, for instance one produced by out-of-plane deflection. When u adjusts to minimise the elastic energy, the energy left should depend on A only through the transverse component t·At, and should be half the two-dimensional Young modulus times the square of that component. Can this be made rigorous and checked by machine in Lean 4 with Mathlib?

## One real amplitude and two squares

Yes. With a real amplitude the problem is a minimisation over ℝ², and completing the square solves it. Let μ and λ be the two-dimensional Lamé coefficients. The energy is taken per unit area for the strain amplitude; averaging a standing wave over its period would halve every term. The total strain and its energy are

e = A + (q uᵀ + u qᵀ)/2

E(u) = μ tr(e²) + (λ/2)(tr e)²

Since q and t are orthonormal and e is symmetric, the traces can be taken in that frame:

tr e = q·eq + t·et

tr(e²) = (q·eq)² + 2(q·et)² + (t·et)²

Write α = q·Aq, β = q·At and τ = t·At. The strain of the mode has qq component q·u, qt component (t·u)/2 and tt component (t·q)(t·u) = 0. The mode therefore cannot change τ:

E = μ[(α + q·u)² + 2(β + t·u/2)² + τ²] + (λ/2)(α + q·u + τ)²

Set x = α + q·u and M = 2μ + λ. Apart from the shear term 2μ(β + t·u/2)², the energy is

(M/2)x² + λxτ + (M/2)τ² = (M/2)(x + λτ/M)² + ((M² − λ²)/(2M))τ²

Because M² − λ² = 4μ(μ + λ), the last coefficient is Y/2 with Y = 4μ(μ + λ)/(2μ + λ). Hence

E = (Y/2)τ² + 2μ(β + t·u/2)² + (M/2)(x + λτ/M)²

For μ > 0 and M > 0 the least value is (Y/2)τ², reached only when t·u = −2β and q·u = −α − λτ/M.

Now let two flexural waves have wavevectors k and k' with k + k' = Qq for a real number Q, and let A = (a/2)(k k'ᵀ + k' kᵀ), with amplitude a, be the strain that their cross term produces at the wavevector Qq. Then t·k' = −t·k, so τ = −a(t·k)², and the relaxed energy is (Y/2)a²(t·k)⁴. In the classical theory of an isotropic membrane, the quartic coupling that remains once the in-plane modes are eliminated links two pairs of flexural waves and depends on their wavevectors as (t·k)²(t·p)², where k and p each belong to one pair. The result here is the diagonal case p = k, for a single classical mode with isotropic elasticity.

```lean
import Mathlib

open Matrix

namespace MembraneFlexuralCoupling

noncomputable section

/-- The vectors `q` (longitudinal) and `t` (transverse) are orthonormal in the plane. -/
def IsFrame (q t : Fin 2 → ℝ) : Prop :=
  q ⬝ᵥ q = 1 ∧ t ⬝ᵥ t = 1 ∧ q ⬝ᵥ t = 0

/-- Isotropic elastic energy of a strain `e` with Lamé coefficients `mu` and `lam`. -/
def elasticEnergy (mu lam : ℝ) (e : Matrix (Fin 2) (Fin 2) ℝ) : ℝ :=
  mu * (e * e).trace + lam / 2 * e.trace ^ 2

/-- The strain `A` plus the symmetrised strain of an in-plane mode with direction `q`
and amplitude `u`. -/
def totalStrain (A : Matrix (Fin 2) (Fin 2) ℝ) (q u : Fin 2 → ℝ) :
    Matrix (Fin 2) (Fin 2) ℝ :=
  A + (1 / 2 : ℝ) • (vecMulVec q u + vecMulVec u q)

/-- Two-dimensional Young modulus, for `2 * mu + lam ≠ 0`. -/
def youngModulus (mu lam : ℝ) : ℝ := 4 * mu * (mu + lam) / (2 * mu + lam)

/-- The in-plane amplitude that minimises the energy for a symmetric strain `A` and an orthonormal
frame `q`, `t`, when `mu` and `2 * mu + lam` are positive. -/
def relaxedDisplacement (mu lam : ℝ) (A : Matrix (Fin 2) (Fin 2) ℝ)
    (q t : Fin 2 → ℝ) : Fin 2 → ℝ :=
  (-(q ⬝ᵥ A *ᵥ q + lam / (2 * mu + lam) * (t ⬝ᵥ A *ᵥ t))) • q
    + (-(2 * (q ⬝ᵥ A *ᵥ t))) • t

/-- Cross term, with amplitude `a`, in the strain produced by two flexural waves with wavevectors
`k` and `k'`. -/
def flexuralStrain (a : ℝ) (k k' : Fin 2 → ℝ) : Matrix (Fin 2) (Fin 2) ℝ :=
  (a / 2) • (vecMulVec k k' + vecMulVec k' k)

/-- The axes rotated by any angle `θ` form an orthonormal frame. -/
theorem isFrame_witness (θ : ℝ) :
    IsFrame ![Real.cos θ, Real.sin θ] ![-Real.sin θ, Real.cos θ] := by
  have h := Real.sin_sq_add_cos_sq θ
  refine ⟨?_, ?_, ?_⟩ <;>
    simp only [dotProduct, Fin.sum_univ_two, Matrix.cons_val_zero, Matrix.cons_val_one]
  · linear_combination h
  · linear_combination h
  · ring

/-- Completeness of an orthonormal frame: `q qᵀ + t tᵀ` is the identity, by components. -/
theorem frame_complete {q t : Fin 2 → ℝ} (h : IsFrame q t) :
    q 0 * q 0 + t 0 * t 0 = 1 ∧ q 1 * q 1 + t 1 * t 1 = 1 ∧
      q 0 * q 1 + t 0 * t 1 = 0 := by
  obtain ⟨hq, ht, hqt⟩ := h
  simp only [dotProduct, Fin.sum_univ_two] at hq ht hqt
  have hM : (!![q 0, q 1; t 0, t 1] : Matrix (Fin 2) (Fin 2) ℝ)
      * !![q 0, t 0; q 1, t 1] = 1 := by
    ext i j
    fin_cases i <;> fin_cases j <;> simp [Matrix.mul_apply, Fin.sum_univ_two] <;> linarith
  -- a right inverse of a square matrix is a left inverse
  have hN := mul_eq_one_comm.mp hM
  have h00 := congrFun (congrFun hN 0) 0
  have h11 := congrFun (congrFun hN 1) 1
  have h01 := congrFun (congrFun hN 0) 1
  simp [Matrix.mul_apply, Fin.sum_univ_two] at h00 h11 h01
  exact ⟨h00, h11, h01⟩

/-- The elastic energy of a symmetric strain in its longitudinal, shear and transverse
components. -/
theorem energy_frame {q t : Fin 2 → ℝ} (h : IsFrame q t) (mu lam : ℝ)
    {e : Matrix (Fin 2) (Fin 2) ℝ} (he : e.IsSymm) :
    elasticEnergy mu lam e =
      mu * ((q ⬝ᵥ e *ᵥ q) ^ 2 + 2 * (q ⬝ᵥ e *ᵥ t) ^ 2 + (t ⬝ᵥ e *ᵥ t) ^ 2)
        + lam / 2 * (q ⬝ᵥ e *ᵥ q + t ⬝ᵥ e *ᵥ t) ^ 2 := by
  obtain ⟨c0, c1, c2⟩ := frame_complete h
  have hs : e 1 0 = e 0 1 := he.apply 0 1
  have h1 : e.trace = q ⬝ᵥ e *ᵥ q + t ⬝ᵥ e *ᵥ t := by
    simp only [Matrix.trace_fin_two, Matrix.mulVec, dotProduct, Fin.sum_univ_two, hs]
    linear_combination -(e 0 0) * c0 - e 1 1 * c1 - 2 * e 0 1 * c2
  have h2 : (e * e).trace =
      (q ⬝ᵥ e *ᵥ q) ^ 2 + 2 * (q ⬝ᵥ e *ᵥ t) ^ 2 + (t ⬝ᵥ e *ᵥ t) ^ 2 := by
    simp only [Matrix.trace_fin_two, Matrix.mul_apply, Matrix.mulVec, dotProduct,
      Fin.sum_univ_two, hs]
    -- Parseval for `e q` and `e t`, then for the rows of `e`
    linear_combination
      -((e 0 0 * q 0 + e 0 1 * q 1) ^ 2 + (e 0 0 * t 0 + e 0 1 * t 1) ^ 2
        + e 0 0 ^ 2 + e 0 1 ^ 2) * c0
      - ((e 0 1 * q 0 + e 1 1 * q 1) ^ 2 + (e 0 1 * t 0 + e 1 1 * t 1) ^ 2
        + e 0 1 ^ 2 + e 1 1 ^ 2) * c1
      - 2 * ((e 0 0 * q 0 + e 0 1 * q 1) * (e 0 1 * q 0 + e 1 1 * q 1)
        + (e 0 0 * t 0 + e 0 1 * t 1) * (e 0 1 * t 0 + e 1 1 * t 1)
        + e 0 0 * e 0 1 + e 0 1 * e 1 1) * c2
  rw [elasticEnergy, h1, h2]

/-- The elastic energy of a symmetric strain `A` plus an in-plane mode, written with the
longitudinal strain `q·Aq + q·u`, the shear strain `q·At + t·u/2` and the transverse strain `t·At`.
-/
theorem energy_modes {q t : Fin 2 → ℝ} (h : IsFrame q t) (mu lam : ℝ)
    {A : Matrix (Fin 2) (Fin 2) ℝ} (hA : A.IsSymm) (u : Fin 2 → ℝ) :
    elasticEnergy mu lam (totalStrain A q u) =
      mu * ((q ⬝ᵥ A *ᵥ q + q ⬝ᵥ u) ^ 2 + 2 * (q ⬝ᵥ A *ᵥ t + t ⬝ᵥ u / 2) ^ 2
        + (t ⬝ᵥ A *ᵥ t) ^ 2)
        + lam / 2 * (q ⬝ᵥ A *ᵥ q + q ⬝ᵥ u + t ⬝ᵥ A *ᵥ t) ^ 2 := by
  have hE : (totalStrain A q u).IsSymm := Matrix.IsSymm.ext fun i j => by
    have hij := hA.apply i j
    simp only [totalStrain, Matrix.add_apply, Matrix.smul_apply, Matrix.vecMulVec_apply,
      smul_eq_mul]
    linear_combination hij
  rw [energy_frame h mu lam hE]
  obtain ⟨hq, -, hqt⟩ := h
  simp only [dotProduct, Fin.sum_univ_two] at hq hqt
  have h1 : q ⬝ᵥ totalStrain A q u *ᵥ q = q ⬝ᵥ A *ᵥ q + q ⬝ᵥ u := by
    simp only [totalStrain, Matrix.mulVec, dotProduct, Fin.sum_univ_two, Matrix.add_apply,
      Matrix.smul_apply, Matrix.vecMulVec_apply, smul_eq_mul]
    linear_combination (q 0 * u 0 + q 1 * u 1) * hq
  have h2 : q ⬝ᵥ totalStrain A q u *ᵥ t = q ⬝ᵥ A *ᵥ t + t ⬝ᵥ u / 2 := by
    simp only [totalStrain, Matrix.mulVec, dotProduct, Fin.sum_univ_two, Matrix.add_apply,
      Matrix.smul_apply, Matrix.vecMulVec_apply, smul_eq_mul]
    linear_combination (t 0 * u 0 + t 1 * u 1) / 2 * hq + (q 0 * u 0 + q 1 * u 1) / 2 * hqt
  have h3 : t ⬝ᵥ totalStrain A q u *ᵥ t = t ⬝ᵥ A *ᵥ t := by
    simp only [totalStrain, Matrix.mulVec, dotProduct, Fin.sum_univ_two, Matrix.add_apply,
      Matrix.smul_apply, Matrix.vecMulVec_apply, smul_eq_mul]
    linear_combination (t 0 * u 0 + t 1 * u 1) * hqt
  rw [h1, h2, h3]

/-- Completed square: the energy is `(Y/2)(t·At)²` plus a shear and a longitudinal square. -/
theorem energy_completed_square {q t : Fin 2 → ℝ} (h : IsFrame q t) {mu lam : ℝ}
    (hB : 2 * mu + lam ≠ 0) {A : Matrix (Fin 2) (Fin 2) ℝ} (hA : A.IsSymm)
    (u : Fin 2 → ℝ) :
    elasticEnergy mu lam (totalStrain A q u) =
      youngModulus mu lam / 2 * (t ⬝ᵥ A *ᵥ t) ^ 2
        + 2 * mu * (q ⬝ᵥ A *ᵥ t + t ⬝ᵥ u / 2) ^ 2
        + (2 * mu + lam) / 2 *
          (q ⬝ᵥ A *ᵥ q + q ⬝ᵥ u + lam / (2 * mu + lam) * (t ⬝ᵥ A *ᵥ t)) ^ 2 := by
  have hr : (2 * mu + lam) * (2 * mu + lam)⁻¹ = 1 := mul_inv_cancel₀ hB
  rw [energy_modes h mu lam hA, youngModulus]
  linear_combination
    -(lam * (q ⬝ᵥ A *ᵥ q + q ⬝ᵥ u) * (t ⬝ᵥ A *ᵥ t)
      + (t ⬝ᵥ A *ᵥ t) ^ 2 * ((2 * mu + lam) / 2 + lam ^ 2 * (2 * mu + lam)⁻¹ / 2)) * hr

/-- The energy equals `(Y/2)(t·At)²` exactly at the relaxed displacement. -/
theorem energy_eq_iff {q t : Fin 2 → ℝ} (h : IsFrame q t) {mu lam : ℝ} (hmu : 0 < mu)
    (hB : 0 < 2 * mu + lam) {A : Matrix (Fin 2) (Fin 2) ℝ} (hA : A.IsSymm)
    (u : Fin 2 → ℝ) :
    elasticEnergy mu lam (totalStrain A q u) = youngModulus mu lam / 2 * (t ⬝ᵥ A *ᵥ t) ^ 2
      ↔ u = relaxedDisplacement mu lam A q t := by
  obtain ⟨c0, c1, c2⟩ := frame_complete h
  rw [energy_completed_square h hB.ne' hA]
  obtain ⟨hq, ht, hqt⟩ := h
  have htq : t ⬝ᵥ q = 0 := by rw [dotProduct_comm, hqt]
  have r1 : q ⬝ᵥ relaxedDisplacement mu lam A q t =
      -(q ⬝ᵥ A *ᵥ q + lam / (2 * mu + lam) * (t ⬝ᵥ A *ᵥ t)) := by
    simp only [relaxedDisplacement, dotProduct_add, dotProduct_smul, smul_eq_mul, hq, hqt]
    ring
  have r2 : t ⬝ᵥ relaxedDisplacement mu lam A q t = -(2 * (q ⬝ᵥ A *ᵥ t)) := by
    simp only [relaxedDisplacement, dotProduct_add, dotProduct_smul, smul_eq_mul, ht, htq]
    ring
  constructor
  · intro hu
    have p1 := mul_nonneg (by positivity : 0 ≤ 2 * mu)
      (sq_nonneg (q ⬝ᵥ A *ᵥ t + t ⬝ᵥ u / 2))
    have p2 := mul_nonneg (half_pos hB).le
      (sq_nonneg (q ⬝ᵥ A *ᵥ q + q ⬝ᵥ u + lam / (2 * mu + lam) * (t ⬝ᵥ A *ᵥ t)))
    -- both squares vanish, which fixes both components of `u`
    have s1 := (pow_eq_zero_iff two_ne_zero).mp
      ((mul_eq_zero.mp (le_antisymm (by linarith) p1)).resolve_left (by positivity))
    have s2 := (pow_eq_zero_iff two_ne_zero).mp
      ((mul_eq_zero.mp (le_antisymm (by linarith) p2)).resolve_left (half_pos hB).ne')
    have e1 : q ⬝ᵥ u = q ⬝ᵥ relaxedDisplacement mu lam A q t := by rw [r1]; linarith
    have e2 : t ⬝ᵥ u = t ⬝ᵥ relaxedDisplacement mu lam A q t := by rw [r2]; linarith
    generalize relaxedDisplacement mu lam A q t = v at e1 e2 ⊢
    simp only [dotProduct, Fin.sum_univ_two] at e1 e2
    funext i
    fin_cases i
    · show u 0 = v 0
      linear_combination q 0 * e1 + t 0 * e2 - (u 0 - v 0) * c0 - (u 1 - v 1) * c2
    · show u 1 = v 1
      linear_combination q 1 * e1 + t 1 * e2 - (u 1 - v 1) * c1 - (u 0 - v 0) * c2
  · rintro rfl
    rw [r1, r2]
    ring

/-- Eliminating the in-plane mode: the least elastic energy over all in-plane amplitudes
is `(Y/2)(t·At)²`. -/
theorem relaxed_energy {q t : Fin 2 → ℝ} (h : IsFrame q t) {mu lam : ℝ} (hmu : 0 < mu)
    (hB : 0 < 2 * mu + lam) {A : Matrix (Fin 2) (Fin 2) ℝ} (hA : A.IsSymm) :
    IsLeast (Set.range fun u => elasticEnergy mu lam (totalStrain A q u))
      (youngModulus mu lam / 2 * (t ⬝ᵥ A *ᵥ t) ^ 2) := by
  refine ⟨⟨relaxedDisplacement mu lam A q t, (energy_eq_iff h hmu hB hA _).2 rfl⟩, ?_⟩
  rintro _ ⟨u, rfl⟩
  change _ ≤ elasticEnergy mu lam (totalStrain A q u)
  rw [energy_completed_square h hB.ne' hA, add_assoc]
  exact le_add_of_nonneg_right (by positivity)

/-- If `mu` or `2 * mu + lam` is negative, the energy is unbounded below over the in-plane
amplitudes. -/
theorem energy_unbounded {q t : Fin 2 → ℝ} (h : IsFrame q t) {mu lam : ℝ}
    (hneg : mu < 0 ∨ 2 * mu + lam < 0) {A : Matrix (Fin 2) (Fin 2) ℝ} (hA : A.IsSymm) :
    ¬ BddBelow (Set.range fun u => elasticEnergy mu lam (totalStrain A q u)) := by
  -- a parabola that opens downwards passes below every level
  have key : ∀ a b c : ℝ, a < 0 → ∃ x : ℝ, a * x ^ 2 + b * x + c < 0 := by
    intro a b c ha
    have hK : 0 ≤ (|b| + |c|) / (-a) := div_nonneg (by positivity) (by linarith)
    have hm : (|b| + |c|) / (-a) * (-a) = |b| + |c| := div_mul_cancel₀ _ (by linarith)
    generalize (|b| + |c|) / (-a) = K at hK hm
    refine ⟨K + 1, ?_⟩
    have h1 : b * (K + 1) ≤ |b| * (K + 1) :=
      mul_le_mul_of_nonneg_right (le_abs_self b) (by linarith)
    have h2 : c ≤ |c| * (K + 1) := by
      nlinarith [le_abs_self c, mul_nonneg (abs_nonneg c) hK]
    have h3 : a * (K + 1) ^ 2 + |b| * (K + 1) + |c| * (K + 1) = a * (K + 1) := by
      linear_combination -(K + 1) * hm
    have h4 : a * (K + 1) < 0 := mul_neg_of_neg_of_pos ha (by linarith)
    linarith
  rintro ⟨m, hm⟩
  have hall : ∀ u, m ≤ elasticEnergy mu lam (totalStrain A q u) := fun u => hm ⟨u, rfl⟩
  simp only [energy_modes h mu lam hA] at hall
  obtain ⟨hq, ht, hqt⟩ := h
  have htq : t ⬝ᵥ q = 0 := by rw [dotProduct_comm, hqt]
  generalize q ⬝ᵥ A *ᵥ q = α at hall
  generalize q ⬝ᵥ A *ᵥ t = β at hall
  generalize t ⬝ᵥ A *ᵥ t = τ at hall
  rcases hneg with hn | hn
  · obtain ⟨x, hx⟩ := key (mu / 2) (2 * mu * β)
      (mu * (α ^ 2 + 2 * β ^ 2 + τ ^ 2) + lam / 2 * (α + τ) ^ 2 - m) (by linarith)
    have hu := hall (x • t)
    simp only [dotProduct_smul, smul_eq_mul, ht, hqt] at hu
    linarith
  · obtain ⟨x, hx⟩ := key ((2 * mu + lam) / 2) (2 * mu * α + lam * (α + τ))
      (mu * (α ^ 2 + 2 * β ^ 2 + τ ^ 2) + lam / 2 * (α + τ) ^ 2 - m) (by linarith)
    have hu := hall (x • q)
    simp only [dotProduct_smul, smul_eq_mul, hq, htq] at hu
    linarith

/-- For the cross-term strain `flexuralStrain a k k'` of two flexural waves whose wavevectors add up
to `Q q`, with `mu` and `2 * mu + lam` positive, the least elastic energy over the in-plane
amplitudes is `(Y/2) a² (t·k)⁴`. -/
theorem flexural_coupling {q t : Fin 2 → ℝ} (h : IsFrame q t) {mu lam : ℝ} (hmu : 0 < mu)
    (hB : 0 < 2 * mu + lam) (a Q : ℝ) {k k' : Fin 2 → ℝ} (hk : k + k' = Q • q) :
    IsLeast (Set.range fun u => elasticEnergy mu lam (totalStrain (flexuralStrain a k k') q u))
      (youngModulus mu lam / 2 * a ^ 2 * (t ⬝ᵥ k) ^ 4) := by
  have hA : (flexuralStrain a k k').IsSymm := Matrix.IsSymm.ext fun i j => by
    simp only [flexuralStrain, Matrix.add_apply, Matrix.smul_apply, Matrix.vecMulVec_apply,
      smul_eq_mul]
    ring
  have htq : t ⬝ᵥ q = 0 := by rw [dotProduct_comm, h.2.2]
  -- the transverse components of the two wavevectors are opposite
  have hsum : t ⬝ᵥ k + t ⬝ᵥ k' = 0 := by
    rw [← dotProduct_add, hk, dotProduct_smul, htq, smul_zero]
  have hprod : t ⬝ᵥ flexuralStrain a k k' *ᵥ t = a * (t ⬝ᵥ k) * (t ⬝ᵥ k') := by
    simp only [flexuralStrain, Matrix.mulVec, dotProduct, Fin.sum_univ_two, Matrix.add_apply,
      Matrix.smul_apply, Matrix.vecMulVec_apply, smul_eq_mul]
    ring
  have hval : youngModulus mu lam / 2 * a ^ 2 * (t ⬝ᵥ k) ^ 4 =
      youngModulus mu lam / 2 * (t ⬝ᵥ flexuralStrain a k k' *ᵥ t) ^ 2 := by
    rw [hprod, eq_neg_of_add_eq_zero_right hsum]
    ring
  rw [hval]
  exact relaxed_energy h hmu hB hA

end

end MembraneFlexuralCoupling
```

```lean
#print axioms MembraneFlexuralCoupling.relaxed_energy
#print axioms MembraneFlexuralCoupling.energy_unbounded
#print axioms MembraneFlexuralCoupling.flexural_coupling
```

```
'MembraneFlexuralCoupling.relaxed_energy' depends on axioms: [propext, Classical.choice, Quot.sound]
'MembraneFlexuralCoupling.energy_unbounded' depends on axioms: [propext, Classical.choice, Quot.sound]
'MembraneFlexuralCoupling.flexural_coupling' depends on axioms: [propext, Classical.choice, Quot.sound]
```

## What the theorems say about the membrane

Vectors have type `Fin 2 → ℝ`, with components 0 and 1, and strains are real 2×2 matrices. The code writes `mu` and `lam` for μ and λ, `⬝ᵥ` for the dot product, `*ᵥ` for a matrix acting on a vector, and `vecMulVec q u` for q uᵀ. `IsFrame q t` is orthonormality; `isFrame_witness` shows that axes rotated by any angle satisfy it.

`relaxed_energy` is the main result. `IsLeast` applied to the range of energies says that (Y/2)(t·At)² is the energy of some amplitude and that no amplitude has less. `energy_eq_iff` identifies that amplitude as `relaxedDisplacement` and shows that it is unique. `flexural_coupling` gives the result for two waves.

The hypotheses `0 < mu` and `0 < 2 * mu + lam` mean that the membrane resists the shear and the longitudinal strain of the mode. They do not force μ + λ, the bulk modulus, to be positive, so Y may be negative, and the theorem still holds.

The bending energy, thermal fluctuations and the sum over modes are absent, and the flexural strain is taken as given. `flexural_coupling` also allows Q = 0, but a uniform strain of a real membrane is not a mode with a direction q and needs its own boundary conditions.

## How the proof follows the algebra

`frame_complete` proves q qᵀ + t tᵀ = 1 in components. The matrix with rows q and t has its transpose as a right inverse, and `mul_eq_one_comm` makes this a left inverse. `energy_frame` uses these identities to write both traces in the frame, and `energy_modes` computes the three components of the total strain. In `energy_completed_square`, `linear_combination` verifies the completed square, using that 2μ + λ times its inverse is 1.

For uniqueness, `energy_eq_iff` notes that two non-negative terms with sum zero both vanish. This fixes q·u and t·u, and completeness recovers u. `relaxed_energy` takes attainment from that lemma and the lower bound from the non-negative squares. `flexural_coupling` shows that the wave strain is symmetric, computes t·At, and applies `relaxed_energy`.

`energy_unbounded` treats a negative μ or a negative 2μ + λ. It moves u along t in the first case and along q in the second, where the energy is a parabola that opens downwards; the local lemma `key` finds a point below any proposed bound.

## A negative shear modulus, and complex amplitudes

Take μ = −1, λ = 3 and A = 0, so that 2μ + λ = 1 is still positive. For u = st with s real, the strain is (s/2)(q tᵀ + t qᵀ), with tr e = 0 and tr(e²) = s²/2. The energy is −s²/2, which has no minimum, whereas the formula would give 0.

A model closer to Fourier analysis would let u and A be complex, with energy μ tr(e†e) + (λ/2)|tr e|², where e† is the conjugate transpose. For symmetric A the real and imaginary parts then separate into two copies of the real problem, and the minimum becomes (Y/2)|t·At|². That version would keep the phase of u relative to A, but it would need new definitions and a short additional argument in Lean.
